# A Hermitian Hamiltonian with the given band energies from orthonormalised projection coefficients

Take one normalised band state $\psi$ with energy $e$, and one local orbital $\chi$ with $\langle\chi|\chi\rangle = s > 0$. The projection of $\psi$ onto the orbital is $t\chi$ with $t \neq 0$, and its squared norm is $s|t|^2$. This is less than 1 if part of $\psi$ lies outside the orbital's span. A Hamiltonian element built from the raw coefficient,

$$H = s\,t\,e\,\bar t\,s = s^2|t|^2 e ,$$

has the generalised eigenvalue $H/s = s|t|^2\,e$. If half of the squared norm is lost, the energy is halved. Rescaling to $c = t\,(s|t|^2)^{-1/2}$ gives $s|c|^2 = 1$, hence $H = s\,c\,e\,\bar c\,s = s\,e$ and $H/s = e$.

For several bands, the number $s|t|^2$ becomes a matrix, and its inverse square root in general mixes the bands.

## Bands, orbitals and projections

Projected COHP (crystal orbital Hamilton population) analysis starts from band states $\psi_k$ with energies $e_k$, usually computed in plane waves, and needs a Hamiltonian matrix between local orbitals $\chi_\mu$. The projected bands are $\sum_\mu T_{\mu k}\chi_\mu$, and the orbital overlaps are $S_{\mu\nu} = \langle\chi_\mu|\chi_\nu\rangle$. Here $T$ holds expansion coefficients; some accounts use the same letter for the overlaps between orbitals and bands.

One finite index type `n` labels both orbitals and bands, and the matrices are complex and refer to a single k-point. Taking as many bands as orbitals is a simplifying assumption, which makes all matrices square.

```lean
import Mathlib

open Matrix
open scoped ComplexOrder

namespace ProjectedCOHP

noncomputable section

variable {n : Type*} [Fintype n] [DecidableEq n]
```

## The inverse square root of the band overlap

Write a Hermitian matrix as $O = U\Lambda U^*$, with $U$ unitary and $\Lambda$ the diagonal matrix of its eigenvalues $\lambda_i$. If all eigenvalues are positive, its inverse square root is

$$O^{-1/2} = U\,\mathrm{diag}(\lambda_i^{-1/2})\,U^* .$$

The definition accepts any Hermitian `O`, but the formula has its usual meaning only for positive eigenvalues.

```lean
/-- The inverse square root of a positive definite matrix `O`, obtained by replacing each
eigenvalue by the inverse of its square root in the spectral decomposition. -/
def invSqrt (O : Matrix n n ℂ) (hO : O.IsHermitian) : Matrix n n ℂ :=
  (hO.eigenvectorUnitary : Matrix n n ℂ) *
    diagonal (fun i => (((Real.sqrt (hO.eigenvalues i))⁻¹ : ℝ) : ℂ)) *
    star (hO.eigenvectorUnitary : Matrix n n ℂ)
```

The matrix to which this is applied is the overlap of the projected bands, $O = T^*ST$. It is Hermitian because $(T^*ST)^* = T^*S^*T = T^*ST$.

```lean
omit [DecidableEq n] in
/-- The overlap matrix `T* S T` of the projected bands is Hermitian when `S` is. -/
theorem bandOverlap_isHermitian {S : Matrix n n ℂ} (hS : S.IsHermitian) (T : Matrix n n ℂ) :
    (Tᴴ * S * T).IsHermitian := by
  rw [Matrix.IsHermitian, conjTranspose_mul, conjTranspose_mul, conjTranspose_conjTranspose,
    hS.eq, Matrix.mul_assoc]
```

The orthonormalised coefficients are those of Löwdin's symmetric procedure, applied to the bands:

$$C = T\,(T^*ST)^{-1/2}.$$

```lean
/-- The orthonormalised projection coefficients `C = T (T* S T)^(-1/2)`, for positive definite
`S` and invertible `T`. -/
def projCoeff (S T : Matrix n n ℂ) (hS : S.IsHermitian) : Matrix n n ℂ :=
  T * invSqrt (Tᴴ * S * T) (bandOverlap_isHermitian hS T)
```

The energies enter as a real function on the bands, placed on the diagonal of $\varepsilon = \mathrm{diag}(e_k)$.

```lean
/-- The diagonal matrix of the real band energies. -/
def energyMatrix (e : n → ℝ) : Matrix n n ℂ := diagonal (fun k => (e k : ℂ))
```

The rebuilt Hamiltonian is

$$H = S\,C\,\varepsilon\,C^*S .$$

The definition takes an arbitrary `C`, so that raw and orthonormalised coefficients can be compared in the same formula.

```lean
/-- The Hamiltonian `H = S C diag(e) C* S` rebuilt from overlap, coefficients and energies. -/
def projHamiltonian (S C : Matrix n n ℂ) (e : n → ℝ) : Matrix n n ℂ :=
  S * C * energyMatrix e * Cᴴ * S
```

## Orthonormal coefficients

Let $R = O^{-1/2}$ and $D = \mathrm{diag}(\lambda_i^{-1/2})$. Since $D$ is real and diagonal, $R^* = (UDU^*)^* = UDU^* = R$. In the proof, `hD` supplies $D^* = D$, and the rest reverses the product.

```lean
/-- For every Hermitian matrix `O`, the matrix `invSqrt O hO` is Hermitian. -/
theorem invSqrt_isHermitian {O : Matrix n n ℂ} (hO : O.IsHermitian) :
    (invSqrt O hO)ᴴ = invSqrt O hO := by
  have hD : (diagonal (fun i => (((Real.sqrt (hO.eigenvalues i))⁻¹ : ℝ) : ℂ)))ᴴ =
      diagonal (fun i => (((Real.sqrt (hO.eigenvalues i))⁻¹ : ℝ) : ℂ)) := by
    rw [diagonal_conjTranspose]
    congr 1
    funext i
    exact Complex.conj_ofReal _
  rw [invSqrt, star_eq_conjTranspose, conjTranspose_mul, conjTranspose_mul,
    conjTranspose_conjTranspose, hD, Matrix.mul_assoc]
```

For positive definite $O$ all $\lambda_i$ are positive, and

$$ROR = UD\,(U^*U)\,\Lambda\,(U^*U)\,DU^* = U\,(D\Lambda D)\,U^* = UU^* = 1,$$

because $\lambda_i^{-1/2}\lambda_i\lambda_i^{-1/2} = 1$ for each $i$. The auxiliary statement `key` is this matrix calculation, `hD` contains the scalar identity, and `hspec` supplies $O = U\Lambda U^*$.

```lean
/-- For positive definite `O`, multiplying `O` from both sides by its inverse square root
gives the identity. -/
theorem invSqrt_mul_mul {O : Matrix n n ℂ} (hO : O.PosDef) :
    invSqrt O hO.isHermitian * O * invSqrt O hO.isHermitian = 1 := by
  have key : ∀ U V D L : Matrix n n ℂ, V * U = 1 → U * V = 1 → D * L * D = 1 →
      (U * D * V) * (U * L * V) * (U * D * V) = 1 := by
    intro U V D L h1 h2 h3
    calc (U * D * V) * (U * L * V) * (U * D * V)
        = U * (D * (V * U) * L * (V * U) * D) * V := by simp only [Matrix.mul_assoc]
      _ = 1 := by simp only [h1, Matrix.mul_one, h3, h2]
  -- on each eigenvector the claim is the scalar identity s⁻¹ s² s⁻¹ = 1
  have hD : diagonal (fun i => (((Real.sqrt (hO.isHermitian.eigenvalues i))⁻¹ : ℝ) : ℂ)) *
      diagonal (RCLike.ofReal ∘ hO.isHermitian.eigenvalues : n → ℂ) *
      diagonal (fun i => (((Real.sqrt (hO.isHermitian.eigenvalues i))⁻¹ : ℝ) : ℂ)) = 1 := by
    rw [diagonal_mul_diagonal, diagonal_mul_diagonal, ← diagonal_one]
    congr 1
    funext i
    have hp : 0 < hO.isHermitian.eigenvalues i := hO.eigenvalues_pos i
    have hq := Real.mul_self_sqrt hp.le
    have hi := inv_mul_cancel₀ (Real.sqrt_pos.mpr hp).ne'
    have hr : (Real.sqrt (hO.isHermitian.eigenvalues i))⁻¹ * hO.isHermitian.eigenvalues i *
        (Real.sqrt (hO.isHermitian.eigenvalues i))⁻¹ = 1 := by
      generalize Real.sqrt (hO.isHermitian.eigenvalues i) = s at hq hi ⊢
      linear_combination (-(s⁻¹) ^ 2) * hq + (s⁻¹ * s + 1) * hi
    change (((Real.sqrt (hO.isHermitian.eigenvalues i))⁻¹ : ℝ) : ℂ) *
      ((hO.isHermitian.eigenvalues i : ℝ) : ℂ) *
      (((Real.sqrt (hO.isHermitian.eigenvalues i))⁻¹ : ℝ) : ℂ) = 1
    exact_mod_cast hr
  have hspec := hO.isHermitian.spectral_theorem
  rw [Unitary.conjStarAlgAut_apply] at hspec
  have h := key _ _ _ _ (mem_unitaryGroup_iff'.mp hO.isHermitian.eigenvectorUnitary.2)
    (mem_unitaryGroup_iff.mp hO.isHermitian.eigenvectorUnitary.2) hD
  rw [← hspec] at h
  exact h
```

With $S$ positive definite and $T$ invertible, $x \neq 0$ implies $Tx \neq 0$, so

$$x^*(T^*ST)x = (Tx)^*S(Tx) > 0 .$$

Thus $O = T^*ST$ is positive definite, and

$$C^*SC = R^*(T^*ST)R = ROR = 1 .$$

The hypothesis `hS : S.PosDef` stands for linearly independent orbitals. The hypothesis `hT : IsUnit T` says that the projected bands are linearly independent too, so no combination of bands with coefficients that are not all zero vanishes on projection.

```lean
/-- For positive definite overlap `S` and invertible projections `T`, the coefficients
`C = T (T* S T)^(-1/2)` are orthonormal: `C* S C = 1`. -/
theorem projCoeff_orthonormal {S T : Matrix n n ℂ} (hS : S.PosDef) (hT : IsUnit T) :
    (projCoeff S T hS.isHermitian)ᴴ * S * projCoeff S T hS.isHermitian = 1 := by
  have key : ∀ R : Matrix n n ℂ, Rᴴ = R → R * (Tᴴ * S * T) * R = 1 →
      (T * R)ᴴ * S * (T * R) = 1 := by
    intro R h1 h2
    rw [conjTranspose_mul, h1, ← h2]
    simp only [Matrix.mul_assoc]
  have hpos : (Tᴴ * S * T).PosDef :=
    hS.conjTranspose_mul_mul_same (mulVec_injective_of_isUnit hT)
  exact key _ (invSqrt_isHermitian _) (invSqrt_mul_mul hpos)
```

## One Hamiltonian for the band equation

The band equation $HC = SC\varepsilon$ collects the generalised eigenvalue equations $Hc_k = e_kSc_k$, where $c_k$ is column $k$ of $C$. The rebuilt matrix satisfies it:

$$HC = SC\varepsilon\,(C^*SC) = SC\varepsilon .$$

Conversely, let $H'$ be any matrix with $H'C = SC\varepsilon$. Since $C$ is square, its left inverse $C^*S$ is also a right inverse, so $CC^*S = 1$ and

$$H' = H'C\,(C^*S) = SC\varepsilon C^*S = H .$$

The equivalence states both directions for an arbitrary matrix, which Lean calls `H`. The passage from left to right inverse is `mul_eq_one_comm`. Only $C^*SC = 1$ is assumed.

```lean
/-- If `C* S C = 1`, then `H = S C diag(e) C* S` is the one and only matrix that satisfies
the band equation `H C = S C diag(e)`. -/
theorem band_equation_iff {S C : Matrix n n ℂ} (h : Cᴴ * S * C = 1) (e : n → ℝ)
    (H : Matrix n n ℂ) :
    H * C = S * C * energyMatrix e ↔ H = projHamiltonian S C e := by
  constructor
  · intro hH
    -- a square orthonormal C has the two-sided inverse C* S
    have h' : C * (Cᴴ * S) = 1 := mul_eq_one_comm.mp h
    calc H = H * C * (Cᴴ * S) := by rw [Matrix.mul_assoc, h', Matrix.mul_one]
      _ = projHamiltonian S C e := by
        rw [hH, projHamiltonian]
        simp only [Matrix.mul_assoc]
  · rintro rfl
    calc projHamiltonian S C e * C = S * C * energyMatrix e * (Cᴴ * S * C) := by
          simp only [projHamiltonian, Matrix.mul_assoc]
      _ = S * C * energyMatrix e := by rw [h, Matrix.mul_one]
```

## The secular roots

For a complex number $E$, the band equation gives

$$C^*(H - ES)C = C^*SC\,\varepsilon - E\,C^*SC = \mathrm{diag}(e_k - E).$$

Taking determinants,

$$\det(C^*)\,\det(H-ES)\,\det(C) = \prod_k (e_k - E).$$

The determinants of $C$ and $C^*$ are nonzero, because $\det(C^*)\det(S)\det(C) = 1$. Hence $\det(H-ES)$ vanishes exactly when $E$ equals some $e_k$.

In the proof, `hd` is the diagonal form, `hdet` the determinant identity, and `hC` and `hC'` the two nonzero factors. The theorem identifies the set of roots. Because `E` ranges over the complex numbers, it also excludes roots away from the real axis.

```lean
/-- If `C* S C = 1`, the secular equation `det (H - E S) = 0` of the rebuilt Hamiltonian is
solved exactly by the given band energies. -/
theorem secular_iff {S C : Matrix n n ℂ} (h : Cᴴ * S * C = 1) (e : n → ℝ) (E : ℂ) :
    (projHamiltonian S C e - E • S).det = 0 ↔ ∃ k, E = e k := by
  have hH := (band_equation_iff h e _).mpr rfl
  -- in the band basis H - E S is diagonal
  have hd : Cᴴ * (projHamiltonian S C e - E • S) * C = diagonal (fun k => (e k : ℂ) - E) := by
    calc Cᴴ * (projHamiltonian S C e - E • S) * C
        = Cᴴ * (projHamiltonian S C e * C) - E • (Cᴴ * S * C) := by
          rw [Matrix.mul_sub, Matrix.sub_mul, Matrix.mul_smul, Matrix.smul_mul,
            Matrix.mul_assoc Cᴴ (projHamiltonian S C e) C]
      _ = (Cᴴ * S * C) * energyMatrix e - E • (Cᴴ * S * C) := by
          rw [hH]
          simp only [Matrix.mul_assoc]
      _ = diagonal (fun k => (e k : ℂ) - E) := by
          rw [h, Matrix.one_mul, energyMatrix, smul_one_eq_diagonal, diagonal_sub]
  have hdet := congrArg det hd
  rw [det_mul, det_mul, det_diagonal] at hdet
  have h1 : Cᴴ.det * S.det * C.det = 1 := by rw [← det_mul, ← det_mul, h, det_one]
  have hC : C.det ≠ 0 := right_ne_zero_of_mul_eq_one h1
  have hC' : Cᴴ.det ≠ 0 := by
    intro h0
    rw [h0, zero_mul, zero_mul] at h1
    exact zero_ne_one h1
  constructor
  · intro h0
    rw [h0, mul_zero, zero_mul] at hdet
    obtain ⟨k, _, hk⟩ := Finset.prod_eq_zero_iff.mp hdet.symm
    exact ⟨k, (sub_eq_zero.mp hk).symm⟩
  · rintro ⟨k, hk⟩
    rw [Finset.prod_eq_zero (Finset.mem_univ k) (sub_eq_zero.mpr hk.symm)] at hdet
    exact (mul_eq_zero.mp ((mul_eq_zero.mp hdet).resolve_right hC)).resolve_left hC'
```

The same congruence gives a neighbouring result, stated here without a Lean proof. If $E$ is none of the $e_k$, inverting the diagonal form yields the Green's function in the orbital basis:

$$(ES - H)^{-1} = C\,\mathrm{diag}\!\left(\frac{1}{E-e_k}\right)C^* .$$

## The complete statement for projected bands

Hermiticity follows from $S^* = S$ and the reality of the energies:

$$H^* = (SC\varepsilon C^*S)^* = SC\varepsilon^*C^*S = H .$$

The next theorem assumes a positive definite `S`, an invertible `T` and real energies `e`. With `C` and `H` set to the orthonormalised coefficients and the rebuilt Hamiltonian, it states that:

- the coefficients satisfy $C^*SC = 1$;
- $H$ is Hermitian;
- a matrix `H'` solves the band equation exactly when it equals $H$;
- the secular roots are exactly the given energies.

The proof combines the preceding theorems and adds the Hermiticity calculation, with `hE` supplying $\varepsilon^* = \varepsilon$.

```lean
/-- For positive definite `S`, invertible `T` and real energies `e`, the coefficients
`C = T (T* S T)^(-1/2)` are orthonormal, and `H = S C diag(e) C* S` is Hermitian, is the unique
solution of `H C = S C diag(e)`, and has exactly the given energies as secular roots. -/
theorem projected_hamiltonian {S T : Matrix n n ℂ} (hS : S.PosDef) (hT : IsUnit T)
    (e : n → ℝ) :
    let C := projCoeff S T hS.isHermitian
    let H := projHamiltonian S C e
    Cᴴ * S * C = 1 ∧ H.IsHermitian ∧
      (∀ H' : Matrix n n ℂ, H' * C = S * C * energyMatrix e ↔ H' = H) ∧
      (∀ E : ℂ, (H - E • S).det = 0 ↔ ∃ k, E = e k) := by
  intro C H
  have h : Cᴴ * S * C = 1 := projCoeff_orthonormal hS hT
  refine ⟨h, ?_, band_equation_iff h e, secular_iff h e⟩
  -- real energies make the diagonal factor Hermitian
  have hE : (energyMatrix e)ᴴ = energyMatrix e := by
    rw [energyMatrix, diagonal_conjTranspose]
    congr 1
    funext k
    exact Complex.conj_ofReal _
  change (S * C * energyMatrix e * Cᴴ * S)ᴴ = S * C * energyMatrix e * Cᴴ * S
  simp only [conjTranspose_mul, conjTranspose_conjTranspose, hE, hS.isHermitian.eq,
    Matrix.mul_assoc]
```

In a projected COHP analysis that uses orthonormalised coefficients, pair contributions can be formed from this $C$ and this $H$. The model here is restricted to one k-point with as many bands as orbitals. The COHP itself, an energy-resolved sum of terms $\mathrm{Re}(\overline{C_{\mu k}}H_{\mu\nu}C_{\nu k})$, is not defined in the Lean code.

The theorems do not identify $H_{\mu\nu}$ with the matrix element of the crystal Hamiltonian between $\chi_\mu$ and $\chi_\nu$. For orthonormal band states the two are equal if the projection loses no norm; otherwise $H_{\mu\nu}$ is in general only an approximation to that matrix element. The energies come out right for every invertible $T$, however much norm the projection loses, so their agreement does not measure the quality of the orbital basis. That has to be judged separately, for instance from the lost norm.

## What the raw coefficients would do

Suppose that $S$ and $C$ are invertible and that the formula $H = SC\varepsilon C^*S$ solves the band equation for every choice of real energies. Choosing all energies equal to 1 gives $\varepsilon = 1$ and

$$SC\,(C^*SC) = SC .$$

Cancelling the invertible factor $SC$ leaves $C^*SC = 1$. The converse was shown above. Raw projections that are not orthonormal therefore fail in this formula for some set of energies, as the single orbital did for $e = 1$ whenever $s|t|^2 \neq 1$.

The quantifier over energies matters: if all energies are zero, both sides of the band equation vanish for any coefficients. The statement also concerns this particular formula. For any invertible $C$ the matrix $SC\varepsilon C^{-1}$ solves the band equation, but it is in general not Hermitian.

In Lean, `he` evaluates the energy matrix at unit energies, and `mul_left_cancel` removes the factor $SC$.

```lean
/-- For invertible `S` and `C`, the formula `H = S C diag(e) C* S` solves the band equation for
every choice of real energies if and only if the coefficients are orthonormal. -/
theorem orthonormality_necessary {S C : Matrix n n ℂ} (hS : IsUnit S) (hC : IsUnit C) :
    (∀ e : n → ℝ, projHamiltonian S C e * C = S * C * energyMatrix e) ↔ Cᴴ * S * C = 1 := by
  constructor
  · intro h
    -- equal unit energies already force orthonormality
    have he : energyMatrix (fun _ : n => (1 : ℝ)) = 1 := by simp [energyMatrix]
    have h1 := h (fun _ => 1)
    rw [projHamiltonian, he, Matrix.mul_one] at h1
    apply (hS.mul hC).mul_left_cancel
    rw [Matrix.mul_one]
    calc S * C * (Cᴴ * S * C) = S * C * Cᴴ * S * C := by simp only [Matrix.mul_assoc]
      _ = S * C := h1
  · intro h e
    exact (band_equation_iff h e _).mpr rfl

end

end ProjectedCOHP
```

```lean
#print axioms ProjectedCOHP.projected_hamiltonian
#print axioms ProjectedCOHP.orthonormality_necessary
```

```
'ProjectedCOHP.projected_hamiltonian' depends on axioms: [propext, Classical.choice, Quot.sound]
'ProjectedCOHP.orthonormality_necessary' depends on axioms: [propext, Classical.choice, Quot.sound]
```
